# Independent vibrational displacements number 3N − 6 for non-collinear atoms and 3N − 5 for collinear atoms not all at one point

A vibration is taken here to be an infinitesimal displacement of the atoms that is orthogonal, in the mass-weighted scalar product, to every infinitesimal translation and rotation. No potential energy enters, so the result counts independent directions of motion and says nothing about their frequencies. In a harmonic normal-mode calculation at a stationary geometry of an isolated molecule, these are, in mass-weighted coordinates, the directions that remain once the rigid motions have been projected out of the Hessian.

## Rigid motions and their complement

Let $N$ atoms have reference positions $x_i\in\mathbb R^3$ and masses $m_i>0$. A translation $t$ and a rotation vector $w$ displace atom $i$ by
$$R(t,w)_i=t+w\times x_i .$$

**Motions that displace no atom.** Suppose $t+w\times x_i=0$ for all $i$. Subtracting the equation for a fixed atom $a$ gives $w\times(x_i-x_a)=0$. If $d\neq0$ and $d\times v=0$, then
$$0=d\times(d\times v)=(d\cdot v)\,d-(d\cdot d)\,v,\qquad\text{so}\qquad v=\frac{d\cdot v}{d\cdot d}\,d .$$
With $d=w\ne0$, every $x_i-x_a$ would be a multiple of $w$, and the atoms would be collinear. For non-collinear atoms, therefore, $w=0$, then $t=0$, and $R$ is injective.

Now let the atoms be collinear with $x_a\neq x_b$, and put $d=x_b-x_a$. The equations for $a$ and $b$ give $d\times w=0$, so $w=rd$ and $t=-r\,d\times x_a$ for some real $r$. Conversely, $(-d\times x_a,\,d)$ displaces atom $i$ by $d\times(x_i-x_a)=0$. The kernel is the line spanned by this rotation about the molecular axis.

**Eckart conditions.** Since $(w\times x_i)\cdot u_i=w\cdot(x_i\times u_i)$,
$$\sum_i m_i\,R(t,w)_i\cdot u_i=t\cdot\sum_i m_iu_i+w\cdot\sum_i m_i\,x_i\times u_i .$$
This vanishes for all $t,w$ exactly when both sums vanish: take $t$ or $w$ equal to the corresponding sum and the other zero.

**The count.** A displacement that is both rigid and vibrational is orthogonal to itself, so $\sum_i m_i|u_i|^2=0$ and $u=0$. If the rigid displacements have dimension $k$, orthogonality to them imposes $k$ linear equations, which leave at least $3N-k$ dimensions. The two spaces meet only in zero, so they fill the whole space, and the vibrations have dimension exactly $3N-k$. Rank–nullity gives $k=6-\dim\ker R$, hence $3N-6$ or $3N-5$.

**Two atoms.** For $N=2$ at distinct places the count is $1$. The Eckart conditions reduce to $m_1u_1=-m_2u_2$ and $(x_2-x_1)\times u_2=0$, which describe the bond stretch.

## The rigid-motion map and its kernel in Lean

Mathlib writes the cross product as `⨯₃` and the dot product as `⬝ᵥ`.

```lean
import Mathlib

open Matrix Module

namespace RigidZeroModes

noncomputable section
```

Vectors have real components numbered 0, 1, 2.

```lean
/-- Vectors in three-dimensional space. -/
abbrev Vec := Fin 3 → ℝ
```

The type `ι` labels the atoms, and `rigid x` is $R$, with the pair `p` holding $t$ and $w$.

```lean
variable {ι : Type*}

/-- The displacements `t + w × x i` of atoms at positions `x i` under an infinitesimal
translation `t` and an infinitesimal rotation `w`. -/
def rigid (x : ι → Vec) : (Vec × Vec) →ₗ[ℝ] (ι → Vec) where
  toFun p i := p.1 + p.2 ⨯₃ x i
  map_add' p q := by
    funext i
    simp only [Prod.fst_add, Prod.snd_add, map_add, LinearMap.add_apply, Pi.add_apply]
    abel
  map_smul' c p := by
    funext i
    simp only [Prod.smul_fst, Prod.smul_snd, map_smul, LinearMap.smul_apply, Pi.smul_apply,
      smul_add, RingHom.id_apply]
```

In the parallelism lemma, `h0`, `h1` and `h2` are the components of $d\times w=0$, and `key` is what the double cross product identity gives when $d\times w=0$.

```lean
/-- A vector whose cross product with a nonzero vector `d` vanishes is a multiple of `d`. -/
theorem parallel_of_cross_eq_zero {d w : Vec} (hd : d ≠ 0) (h : d ⨯₃ w = 0) :
    ∃ r : ℝ, w = r • d := by
  have h0 : d 1 * w 2 - d 2 * w 1 = 0 := by simpa [cross_apply] using congrFun h 0
  have h1 : d 2 * w 0 - d 0 * w 2 = 0 := by simpa [cross_apply] using congrFun h 1
  have h2 : d 0 * w 1 - d 1 * w 0 = 0 := by simpa [cross_apply] using congrFun h 2
  have hdd : d ⬝ᵥ d ≠ 0 := fun h => hd (dotProduct_self_eq_zero.1 h)
  -- `d × (d × w) = 0`, expanded component by component
  have key : (d ⬝ᵥ d) • w = (d ⬝ᵥ w) • d := by
    funext i
    change (d ⬝ᵥ d) * w i = (d ⬝ᵥ w) * d i
    simp only [dotProduct, Fin.sum_univ_three]
    match i with
    | 0 => linear_combination d 2 * h1 - d 1 * h2
    | 1 => linear_combination d 0 * h2 - d 2 * h0
    | 2 => linear_combination d 1 * h0 - d 0 * h1
  refine ⟨(d ⬝ᵥ w) / (d ⬝ᵥ d), ?_⟩
  rw [div_eq_inv_mul, mul_smul, ← key, smul_smul, inv_mul_cancel₀ hdd, one_smul]
```

`Collinear ℝ (Set.range x)` says that the occupied points lie on one line. No points, or a single point, also count as collinear, so its negation supplies three non-collinear atoms. The proof splits on whether $w=0$; `linear_combination` subtracts the equations of two atoms.

```lean
/-- If the atoms do not all lie on one line, distinct infinitesimal rigid motions displace
them differently. -/
theorem rigid_injective {x : ι → Vec} (hc : ¬ Collinear ℝ (Set.range x)) :
    Function.Injective (rigid x) := by
  rw [injective_iff_map_eq_zero]
  rintro ⟨t, w⟩ h
  have hi : ∀ i, t + w ⨯₃ x i = 0 := fun i => congrFun h i
  rcases isEmpty_or_nonempty ι with hι | ⟨⟨a⟩⟩
  · exact absurd (by rw [Set.range_eq_empty]; exact collinear_empty ℝ _) hc
  by_cases hw : w = 0
  · have ht : t = 0 := by simpa [hw] using hi a
    rw [ht, hw]
    rfl
  · -- a nonzero rotation would force all atoms onto its axis
    refine absurd ((collinear_iff_of_mem (Set.mem_range_self a)).2 ⟨w, ?_⟩) hc
    rintro _ ⟨i, rfl⟩
    have hx : w ⨯₃ (x i - x a) = 0 := by
      rw [map_sub]
      linear_combination (norm := module) hi i - hi a
    obtain ⟨r, hr⟩ := parallel_of_cross_eq_zero hw hx
    exact ⟨r, by rw [← hr, vadd_eq_add, sub_add_cancel]⟩
```

For collinear atoms the kernel is given explicitly as a span. The first half of the proof finds $r$; the second writes all positions along a common direction `v` and checks that the axial rotation moves nothing.

```lean
/-- For collinear atoms, two of them at distinct places `x a` and `x b`, the rigid motions that
displace no atom are exactly the multiples of the rotation about the line through them. -/
theorem ker_rigid_of_collinear {x : ι → Vec} (hc : Collinear ℝ (Set.range x)) {a b : ι}
    (hab : x a ≠ x b) :
    LinearMap.ker (rigid x) =
      Submodule.span ℝ {(-((x b - x a) ⨯₃ x a), x b - x a)} := by
  ext ⟨t, w⟩
  rw [LinearMap.mem_ker, Submodule.mem_span_singleton]
  constructor
  · intro h
    have ha : t + w ⨯₃ x a = 0 := congrFun h a
    have hb : t + w ⨯₃ x b = 0 := congrFun h b
    have hx : (x b - x a) ⨯₃ w = 0 := by
      rw [← cross_anticomm, map_sub]
      linear_combination (norm := module) ha - hb
    obtain ⟨r, hr⟩ := parallel_of_cross_eq_zero (sub_ne_zero.2 hab.symm) hx
    refine ⟨r, Prod.ext ?_ hr.symm⟩
    change r • (-((x b - x a) ⨯₃ x a)) = t
    rw [smul_neg, ← LinearMap.smul_apply, ← map_smul, ← hr]
    exact (eq_neg_of_add_eq_zero_left ha).symm
  · rintro ⟨r, hr⟩
    rw [← hr, map_smul]
    obtain ⟨v, hv⟩ := (collinear_iff_of_mem (Set.mem_range_self a)).1 hc
    obtain ⟨q, hq⟩ := hv (x b) ⟨b, rfl⟩
    have hd : x b - x a = q • v := by rw [hq, vadd_eq_add, add_sub_cancel_right]
    have h0 : rigid x (-((x b - x a) ⨯₃ x a), x b - x a) = 0 := by
      funext i
      obtain ⟨s, hs⟩ := hv (x i) ⟨i, rfl⟩
      change -((x b - x a) ⨯₃ x a) + (x b - x a) ⨯₃ x i = 0
      rw [hd, hs, vadd_eq_add]
      simp [cross_self]
    rw [h0, smul_zero]
```

## Vibrations as a mass-weighted orthogonal complement

From here on the number of atoms is finite. The form itself accepts any real masses.

```lean
variable [Fintype ι]

/-- The mass-weighted scalar product `∑ m i (u i · v i)` of two displacements. -/
def massForm (m : ι → ℝ) : LinearMap.BilinForm ℝ (ι → Vec) :=
  LinearMap.mk₂ ℝ (fun u v => ∑ i, m i * (u i ⬝ᵥ v i))
    (fun u v w => by simp [add_dotProduct, mul_add, Finset.sum_add_distrib])
    (fun c u v => by simp [smul_dotProduct, Finset.mul_sum, mul_left_comm])
    (fun u v w => by simp [dotProduct_add, mul_add, Finset.sum_add_distrib])
    (fun c u v => by simp [dotProduct_smul, Finset.mul_sum, mul_left_comm])

/-- The vibrational displacements: those orthogonal, in the mass-weighted scalar product, to
every rigid displacement. -/
def vibrations (m : ι → ℝ) (x : ι → Vec) : Submodule ℝ (ι → Vec) :=
  (massForm m).orthogonal (LinearMap.range (rigid x))
```

The Eckart conditions are thus a theorem about `vibrations`, and here too the masses need not be positive. `key` expands the mass-weighted product of a rigid displacement with `u` into a translation term and a rotation term, the latter by the triple product identity.

```lean
/-- A displacement is vibrational if and only if it obeys the Eckart conditions
`∑ m i u i = 0` and `∑ m i (x i × u i) = 0`. -/
theorem mem_vibrations_iff_eckart (m : ι → ℝ) (x u : ι → Vec) :
    u ∈ vibrations m x ↔ ∑ i, m i • u i = 0 ∧ ∑ i, m i • (x i ⨯₃ u i) = 0 := by
  -- the triple product moves the rotation vector out of the sum
  have key : ∀ p : Vec × Vec, massForm m (rigid x p) u =
      p.1 ⬝ᵥ (∑ i, m i • u i) + p.2 ⬝ᵥ (∑ i, m i • (x i ⨯₃ u i)) := by
    intro p
    change ∑ i, m i * ((p.1 + p.2 ⨯₃ x i) ⬝ᵥ u i) = _
    simp only [dotProduct, Fin.sum_univ_three, Finset.sum_apply, Finset.mul_sum,
      ← Finset.sum_add_distrib]
    refine Finset.sum_congr rfl fun i _ => ?_
    simp [cross_apply]
    ring
  rw [vibrations, LinearMap.BilinForm.mem_orthogonal_iff]
  constructor
  · intro hu
    have h : ∀ p, massForm m (rigid x p) u = 0 := fun p =>
      hu (rigid x p) (LinearMap.mem_range_self _ p)
    refine ⟨dotProduct_self_eq_zero.1 ?_, dotProduct_self_eq_zero.1 ?_⟩
    · simpa only [key, zero_dotProduct, add_zero] using h (∑ i, m i • u i, 0)
    · simpa only [key, zero_dotProduct, zero_add] using h (0, ∑ i, m i • (x i ⨯₃ u i))
  · rintro ⟨h1, h2⟩ _ ⟨p, rfl⟩
    change massForm m (rigid x p) u = 0
    rw [key, h1, h2, dotProduct_zero, dotProduct_zero, add_zero]
```

Positivity, the physical condition that every atom has inertia, enters next. `IsCompl` states that the two subspaces meet only in zero and together span everything. Mathlib reduces this to the trivial intersection, which follows because a sum of nonnegative terms vanishes only term by term.

```lean
/-- For positive masses, every displacement is in exactly one way the sum of a rigid and a
vibrational displacement. -/
theorem isCompl_rigid_vibrations {m : ι → ℝ} (hm : ∀ i, 0 < m i) (x : ι → Vec) :
    IsCompl (LinearMap.range (rigid x)) (vibrations m x) := by
  have hrefl : (massForm m).IsRefl := by
    intro u v h
    change ∑ i, m i * (v i ⬝ᵥ u i) = 0
    simp only [dotProduct_comm (v _)]
    exact h
  rw [vibrations, LinearMap.BilinForm.isCompl_orthogonal_iff_disjoint hrefl,
    Submodule.disjoint_def]
  rintro _ ⟨p, rfl⟩ hu
  rw [LinearMap.BilinForm.mem_orthogonal_iff] at hu
  -- a displacement orthogonal to itself vanishes, since the masses are positive
  have h0 : ∑ i, m i * (rigid x p i ⬝ᵥ rigid x p i) = 0 :=
    hu (rigid x p) (LinearMap.mem_range_self _ p)
  have hn : ∀ i ∈ Finset.univ, 0 ≤ m i * (rigid x p i ⬝ᵥ rigid x p i) := fun i _ =>
    mul_nonneg (hm i).le (Finset.sum_nonneg fun _ _ => mul_self_nonneg _)
  funext i
  have hi := (Finset.sum_eq_zero_iff_of_nonneg hn).1 h0 i (Finset.mem_univ i)
  exact dotProduct_self_eq_zero.1 ((mul_eq_zero.1 hi).resolve_left (hm i).ne')
```

## The two counts

`finrank` is the dimension and `Fintype.card ι` is $N$. The equations are written with sums because subtraction of natural numbers in Lean stops at zero. The general count combines the splitting with rank–nullity.

```lean
/-- For positive masses, the number of independent vibrations plus six equals `3N` plus the
number of independent rigid motions that displace no atom. -/
theorem finrank_vibrations {m : ι → ℝ} (hm : ∀ i, 0 < m i) (x : ι → Vec) :
    finrank ℝ (vibrations m x) + 6 =
      3 * Fintype.card ι + finrank ℝ (LinearMap.ker (rigid x)) := by
  have h1 := Submodule.finrank_add_eq_of_isCompl (isCompl_rigid_vibrations hm x)
  have h2 := LinearMap.finrank_range_add_finrank_ker (rigid x)
  have h3 : finrank ℝ (ι → Vec) = Fintype.card ι * 3 := by
    simp [Module.finrank_pi_fintype]
  have h4 : finrank ℝ (Vec × Vec) = 6 := by
    simp [Module.finrank_prod]
  omega
```

Injectivity makes the kernel zero-dimensional for a non-linear molecule.

```lean
/-- A molecule of `N` atoms with positive masses that do not all lie on one line has `3N - 6`
independent vibrations. -/
theorem vibrations_nonlinear {m : ι → ℝ} (hm : ∀ i, 0 < m i) {x : ι → Vec}
    (hx : ¬ Collinear ℝ (Set.range x)) :
    finrank ℝ (vibrations m x) + 6 = 3 * Fintype.card ι := by
  have h := finrank_vibrations hm x
  rwa [LinearMap.ker_eq_bot.2 (rigid_injective hx), finrank_bot, add_zero] at h
```

For a linear one the kernel is spanned by a single nonzero vector, whose rotation part is $x_b-x_a$.

```lean
/-- A molecule of `N` atoms with positive masses that all lie on one line, two of them at
distinct places, has `3N - 5` independent vibrations. -/
theorem vibrations_linear {m : ι → ℝ} (hm : ∀ i, 0 < m i) {x : ι → Vec}
    (hc : Collinear ℝ (Set.range x)) {a b : ι} (hab : x a ≠ x b) :
    finrank ℝ (vibrations m x) + 5 = 3 * Fintype.card ι := by
  have h := finrank_vibrations hm x
  have hne : (-((x b - x a) ⨯₃ x a), x b - x a) ≠ (0 : Vec × Vec) := fun h' =>
    sub_ne_zero.2 hab.symm (congrArg Prod.snd h')
  rw [ker_rigid_of_collinear hc hab, finrank_span_singleton hne] at h
  omega

end

end RigidZeroModes
```

```lean
#print axioms RigidZeroModes.mem_vibrations_iff_eckart
#print axioms RigidZeroModes.vibrations_nonlinear
#print axioms RigidZeroModes.vibrations_linear
```

```
'RigidZeroModes.mem_vibrations_iff_eckart' depends on axioms: [propext, Classical.choice, Quot.sound]
'RigidZeroModes.vibrations_nonlinear' depends on axioms: [propext, Classical.choice, Quot.sound]
'RigidZeroModes.vibrations_linear' depends on axioms: [propext, Classical.choice, Quot.sound]
```
